# The fermionic Matsubara tail sum: (1/β) Σ 1/ω_n² = β/4

Q: A Matsubara sum on a computer stops at some cutoff, say −N ≤ n ≤ N − 1. If the summand decays like c/(iω_n)², comparing the omitted terms with an integral gives an error of about |c| β/(2π²N) in (1/β) Σ_n, so a tenfold gain in accuracy costs ten times as many frequencies, and the number needed for a fixed accuracy grows in proportion to β as the temperature is lowered. A common remedy for the slow convergence in N is to subtract c/(iω_n)² from each term and add its full sum back in closed form; the growth with β in general remains. That closed form has to be exact: a lost factor of two or a lost sign from i² leaves an error that no cutoff removes. I am told the constant has been proved in Lean, and I doubt that a formal statement about a real series says what I need.

A: The 1/N estimate is a hand estimate that no theorem here contains, but the constant is proved. For β > 0 and ω_n = (2n+1)π/β with n running over all integers, the series of 1/ω_n² is summable and

(1/β) Σ_n 1/ω_n² = β/4.

Multiplied by −c, this is what the second-order tail term c/(iω_n)² contributes to a frequency sum of fermionic Green's functions at finite temperature. It is treated for a scalar summand that already has no 1/(iω_n) term. The general Matsubara summation formula, which turns a frequency sum into residues weighted by the Fermi function, is not part of the result.

Q: Show me the calculation by hand first.

A: Let a = Σ_{m≥1} 1/m^s for a power s at which the series converges. The even integers m = 2j contribute

Σ_{j≥1} 1/(2j)^s = a/2^s,

and removing them leaves the odd integers:

Σ_{k≥0} 1/(2k+1)^s = (1 − 1/2^s) a.

Each frequency is an odd integer times π/β, so

1/ω_n^s = (β/π)^s · 1/(2n+1)^s,

Σ_{n≥0} 1/ω_n^s = (β/π)^s (1 − 1/2^s) a.

The negative indices are −(n+1) with n ≥ 0, and

ω_{−(n+1)} = (−2n − 2 + 1)π/β = −ω_n.

For even s the sign drops out, the negative half equals the nonnegative half, and

Σ_{n∈ℤ} 1/ω_n^s = 2 (β/π)^s (1 − 1/2^s) a.

For s = 2 the Basel value is a = π²/6, which gives

Σ_{n∈ℤ} 1/ω_n² = 2 · (β²/π²) · (3/4) · (π²/6) = β²/4,

and division by β gives β/4.

Q: That I accept. What stands for the physics in the formal version?

A: A single definition.

```lean
import Mathlib

open Real

namespace MatsubaraTailSum

noncomputable section

/-- The fermionic Matsubara frequency `ω_n = (2n+1) π / β` at inverse temperature `β`. -/
def fermiFreq (β : ℝ) (n : ℤ) : ℝ := (2 * (n : ℝ) + 1) * π / β
```

`fermiFreq β n` is the real number ω_n, with `β : ℝ` the inverse temperature and `n : ℤ` the index. The units are ħ = k_B = 1, so β = 1/T and ω_n is an energy. The labelling puts ω_0 at π/β and ω_{−1} at −π/β. The factor i is not in the definition and is written out where the complex argument iω_n is needed. No Hamiltonian, operator or imaginary-time function appears. That fermionic frequencies are odd multiples of π/β, a consequence of antiperiodicity in imaginary time, enters as the definition and is not derived.

Q: Every physicist knows that no fermionic frequency is zero. Why prove it, and where does positive temperature come in?

A: Lean sets x/0 = 0, so a series containing a zero frequency would lose its divergent term without complaint; proving ω_n ≠ 0 shows that every 1/ω_n² is a true reciprocal. At β = 0 the same rule makes every `fermiFreq 0 n` equal to zero, and the claim that no frequency vanishes is false there. The rule is also why Mathlib can index its zeta series from 0, with a first term that vanishes.

```lean
/-- At positive inverse temperature no fermionic Matsubara frequency vanishes. -/
theorem fermiFreq_ne_zero {β : ℝ} (hβ : 0 < β) (n : ℤ) : fermiFreq β n ≠ 0 := by
  have h0 : (2 * n + 1 : ℤ) ≠ 0 := by omega
  have h1 : 2 * (n : ℝ) + 1 ≠ 0 := by exact_mod_cast h0
  exact div_ne_zero (mul_ne_zero h1 pi_ne_zero) hβ.ne'
```

The proof is parity. `omega` shows that the integer 2n + 1 is not zero, `exact_mod_cast` carries this to the reals, and a nonzero number times π divided by a nonzero β is nonzero. The hypothesis `0 < β` enters only as `hβ.ne'`, that is as β ≠ 0, and the same holds in every later proof. Positivity restricts the theorems to the physical range, and the algebra itself never uses the sign.

The reflection needs no hypothesis on β. After the definition is unfolded, `ring` checks the line of arithmetic done above.

```lean
/-- The frequencies come in pairs of opposite sign: `ω_{-(n+1)} = -ω_n`. -/
theorem fermiFreq_reflect (β : ℝ) (n : ℤ) : fermiFreq β (-(n + 1)) = -fermiFreq β n := by
  simp only [fermiFreq]
  push_cast
  ring
```

Q: By Σ_n over all integers I mean the limit of symmetric partial sums. What does Lean mean?

A: Something stronger. `HasSum f a` says that for every tolerance there is a finite set of indices such that the sum of `f` over any finite set containing it lies within that tolerance of `a`. No order of summation and no shape of cutoff is singled out, so symmetric cutoffs, lopsided cutoffs and rearrangements all tend to the same `a`. For real or complex terms this is absolute convergence. `Summable f` says that some such `a` exists, and `∑'` then denotes it. This notion of sum licenses the two regroupings made by hand, into even and odd integers and into negative and nonnegative indices.

The first small use is a shift of index. If the term at 0 is zero, the series that starts at 1 has the same sum. `hasSum_nat_add_iff'` gives the shifted series the sum a − f(0), and the rewrite with `h0` removes f(0).

```lean
/-- A series whose first term is zero keeps its sum when that term is dropped. -/
theorem hasSum_succ_of_zero {f : ℕ → ℝ} {a : ℝ} (h : HasSum f a) (h0 : f 0 = 0) :
    HasSum (fun n => f (n + 1)) a := by
  have h1 := (hasSum_nat_add_iff' 1).mpr h
  rwa [Finset.sum_range_one, h0, sub_zero] at h1
```

Q: Subtracting one infinite series from another is where hand arguments go wrong. How is the step to odd integers justified?

A: By showing first that the odd series converges and only then finding its value.

```lean
/-- If `1/m^s` summed over all positive integers gives `a`, then summed over the odd
positive integers it gives `(1 - 1/2^s) a`. -/
theorem hasSum_odd (s : ℕ) {a : ℝ} (h : HasSum (fun n : ℕ => 1 / ((n : ℝ) + 1) ^ s) a) :
    HasSum (fun k : ℕ => 1 / (2 * (k : ℝ) + 1) ^ s) ((1 - 1 / 2 ^ s) * a) := by
  -- splitting a series by the parity of the index
  have key : ∀ (f : ℕ → ℝ) (x y : ℝ), HasSum f x → HasSum (fun k => f (2 * k + 1)) y →
      HasSum (fun k => f (2 * k)) (x - y) := by
    intro f x y hf hy
    have hi : Function.Injective (fun k : ℕ => 2 * k) := by
      intro p q hpq
      have hpq' : 2 * p = 2 * q := hpq
      omega
    have hs : Summable (fun k => f (2 * k)) := hf.summable.comp_injective hi
    have h2 : HasSum f ((∑' k, f (2 * k)) + y) := HasSum.even_add_odd hs.hasSum hy
    have e := hf.unique h2
    have e' : x - y = ∑' k, f (2 * k) := by linarith
    rw [e']
    exact hs.hasSum
  -- the even integers reproduce the whole series scaled by 1/2^s
  have heven : HasSum (fun k : ℕ => 1 / (((2 * k + 1 : ℕ) : ℝ) + 1) ^ s) (1 / 2 ^ s * a) := by
    have e : (fun k : ℕ => 1 / (((2 * k + 1 : ℕ) : ℝ) + 1) ^ s)
        = fun k : ℕ => 1 / 2 ^ s * (1 / ((k : ℝ) + 1) ^ s) := by
      funext k
      have hk : ((2 * k + 1 : ℕ) : ℝ) + 1 = 2 * ((k : ℝ) + 1) := by
        push_cast
        ring
      rw [hk, mul_pow]
      simp only [one_div, mul_inv]
    rw [e]
    exact h.mul_left (1 / 2 ^ s)
  have h2 : HasSum (fun k : ℕ => 1 / (((2 * k : ℕ) : ℝ) + 1) ^ s) (a - 1 / 2 ^ s * a) :=
    key (fun n : ℕ => 1 / ((n : ℝ) + 1) ^ s) a (1 / 2 ^ s * a) h heven
  have e1 : (fun k : ℕ => 1 / (2 * (k : ℝ) + 1) ^ s)
      = fun k : ℕ => 1 / (((2 * k : ℕ) : ℝ) + 1) ^ s := by
    funext k
    simp
  have e2 : (1 - 1 / 2 ^ s) * a = a - 1 / 2 ^ s * a := by ring
  rw [e1, e2]
  exact h2
```

The hypothesis `h` indexes the positive integers as m = n + 1, so parity is swapped: odd indices 2k + 1 carry the even integers 2(k + 1), and even indices 2k carry the odd integers 2k + 1.

The inner statement `key` is the subtraction for a general series. Suppose f sums to x and its odd-index terms sum to y. The even-index terms are f composed with the injective map k ↦ 2k, and `hf.summable.comp_injective hi` says that such a subseries of a summable series is summable, with some sum t. `HasSum.even_add_odd` reassembles the two parts into a series for f with sum t + y. Sums are unique, so x = t + y, and `linarith` gives t = x − y.

`heven` is the first equation of the hand derivation. It rewrites (2k + 1) + 1 as 2(k + 1), splits the power with `mul_pow`, and takes the constant 1/2^s out of the series with `h.mul_left`. Applying `key` with x = a and y = a/2^s gives a − a/2^s, which `ring` identifies with (1 − 1/2^s) a.

Q: The power `s` is any natural number. For s = 1 the harmonic series diverges. Is the lemma then false?

A: It is conditional on `h`. For s = 0 or s = 1 no real a satisfies `h`, and the lemma says nothing. It gets content when a convergent zeta series is supplied, which happens for s = 2 and for s = 2k with k ≥ 1.

The rescaling comes next. `field_simp` verifies 1/ω_n^s = (β/π)^s/(2n+1)^s term by term, using that β, π and 2n + 1 are nonzero, and `mul_left` multiplies the odd-integer series by the constant.

```lean
/-- If `1/m^s` summed over the positive integers gives `a`, then `1/ω_n^s` summed over
`n ≥ 0` gives `(β/π)^s (1 - 1/2^s) a`. -/
theorem hasSum_half {β : ℝ} (hβ : 0 < β) (s : ℕ) {a : ℝ}
    (h : HasSum (fun n : ℕ => 1 / ((n : ℝ) + 1) ^ s) a) :
    HasSum (fun n : ℕ => 1 / fermiFreq β n ^ s) ((β / π) ^ s * ((1 - 1 / 2 ^ s) * a)) := by
  have e : (fun n : ℕ => 1 / fermiFreq β n ^ s)
      = fun n : ℕ => (β / π) ^ s * (1 / (2 * (n : ℝ) + 1) ^ s) := by
    funext n
    have hb : β ≠ 0 := hβ.ne'
    have hp : π ≠ 0 := pi_ne_zero
    have hn : 2 * (n : ℝ) + 1 ≠ 0 := by positivity
    simp only [fermiFreq, Int.cast_natCast, div_pow, mul_pow]
    field_simp
  rw [e]
  exact (hasSum_odd s h).mul_left _
```

Q: The factor of two for negative frequencies is the one I most often see dropped.

A: It has its own theorem, with the hypothesis `Even s`.

```lean
/-- If `s` is even and `1/m^s` summed over the positive integers gives `a`, then `1/ω_n^s`
summed over all integers gives `2 (β/π)^s (1 - 1/2^s) a`. -/
theorem hasSum_even_power {β : ℝ} (hβ : 0 < β) {s : ℕ} (hs : Even s) {a : ℝ}
    (h : HasSum (fun n : ℕ => 1 / ((n : ℝ) + 1) ^ s) a) :
    HasSum (fun n : ℤ => 1 / fermiFreq β n ^ s)
      (2 * ((β / π) ^ s * ((1 - 1 / 2 ^ s) * a))) := by
  have h1 := hasSum_half hβ s h
  -- the negative frequencies mirror the positive ones
  have h2 : HasSum (fun n : ℕ => 1 / fermiFreq β (-((n : ℤ) + 1)) ^ s)
      ((β / π) ^ s * ((1 - 1 / 2 ^ s) * a)) := by
    have e : (fun n : ℕ => 1 / fermiFreq β (-((n : ℤ) + 1)) ^ s)
        = fun n : ℕ => 1 / fermiFreq β n ^ s := by
      funext n
      rw [fermiFreq_reflect, Even.neg_pow hs (fermiFreq β n)]
    rw [e]
    exact h1
  rw [two_mul]
  exact HasSum.of_nat_of_neg_add_one (f := fun n : ℤ => 1 / fermiFreq β n ^ s) h1 h2
```

In `h2` the reflection turns ω_{−(n+1)} into −ω_n and `Even.neg_pow` removes the sign, so the series over negative indices is term by term the series over nonnegative ones. `HasSum.of_nat_of_neg_add_one` joins a sum over n ≥ 0 and a sum over −(n + 1) into a sum over ℤ whose value is the total, and `two_mul` writes the doubling as that total. Evenness cannot be dropped. For s = 3 both halves converge with opposite signs and the sum over ℤ is zero, while the formula would give a strictly positive number for β > 0.

Q: Is π²/6 assumed?

A: No. `hasSum_zeta_two` is a proved theorem of Mathlib, used here and not reproved.

```lean
/-- The inverse squares of all fermionic frequencies sum to `β²/4`. -/
theorem hasSum_inv_sq {β : ℝ} (hβ : 0 < β) :
    HasSum (fun n : ℤ => 1 / fermiFreq β n ^ 2) (β ^ 2 / 4) := by
  -- the Basel sum over the positive integers
  have h0 := hasSum_succ_of_zero hasSum_zeta_two (by simp)
  have h1 : HasSum (fun n : ℕ => 1 / ((n : ℝ) + 1) ^ 2) (π ^ 2 / 6) := by
    simpa only [Nat.cast_add, Nat.cast_one] using h0
  have h2 := hasSum_even_power hβ even_two h1
  have e : β ^ 2 / 4 = 2 * ((β / π) ^ 2 * ((1 - 1 / 2 ^ 2) * (π ^ 2 / 6))) := by
    have hp : π ≠ 0 := pi_ne_zero
    field_simp
    all_goals ring
  rw [e]
  exact h2
```

`h0` drops the term at index 0, `h1` writes the shifted terms as 1/(n + 1)², and `h2` is the general formula at s = 2. The equation `e` is the last line of the hand calculation, β²/4 = 2 (β/π)² (1 − 1/4) π²/6, in which π cancels.

Q: Now read me the main statement, word by word.

```lean
/-- For `β > 0` all fermionic frequencies are nonzero, `1/ω_n²` is summable over the
integers, and `(1/β) ∑ 1/ω_n² = β/4`. -/
theorem fermi_tail_sum {β : ℝ} (hβ : 0 < β) :
    (∀ n : ℤ, fermiFreq β n ≠ 0) ∧ Summable (fun n : ℤ => 1 / fermiFreq β n ^ 2) ∧
      1 / β * ∑' n : ℤ, 1 / fermiFreq β n ^ 2 = β / 4 := by
  refine ⟨fermiFreq_ne_zero hβ, (hasSum_inv_sq hβ).summable, ?_⟩
  have hb : β ≠ 0 := hβ.ne'
  rw [(hasSum_inv_sq hβ).tsum_eq]
  field_simp
```

A: For every real β with `0 < β`, three things hold together. First, ω_n ≠ 0 for every integer n. Second, the family 1/ω_n² is summable over ℤ in the order-independent sense. Third, (1/β) times its sum equals β/4. In the Lean text `fermiFreq β n ^ 2` is the square of ω_n, the symbol `∑'` covers the expression `1 / fermiFreq β n ^ 2`, and the prefactor `1 / β` is the temperature factor T of a Matsubara sum. The dimensions agree: T times an inverse energy squared is an inverse energy, as β is. The proof takes the first part from `fermiFreq_ne_zero` and the second from `hasSum_inv_sq`, replaces the sum by β²/4 through `tsum_eq`, and cancels one β with `field_simp`.

Q: A tail expansion seldom stops at second order. Do the higher terms need new arguments?

A: The even orders use the same chain with a different zeta value. For k ≥ 1,

ζ(2k) = (−1)^(k+1) 2^(2k−1) π^(2k) B_(2k) / (2k)!,

with B the Bernoulli numbers. Inserting this as a with s = 2k, the powers of π cancel, and

2 · (1 − 1/2^(2k)) · 2^(2k−1) = 2^(2k) − 1,

so that

Σ_{n∈ℤ} 1/ω_n^(2k) = (−1)^(k+1) (2^(2k) − 1) B_(2k) β^(2k) / (2k)!.

```lean
/-- For `k ≥ 1`, `1/ω_n^(2k)` summed over all integers gives
`(-1)^(k+1) (2^(2k) - 1) B_(2k) β^(2k) / (2k)!` with `B` the Bernoulli numbers. -/
theorem hasSum_inv_pow_bernoulli {β : ℝ} (hβ : 0 < β) {k : ℕ} (hk : k ≠ 0) :
    HasSum (fun n : ℤ => 1 / fermiFreq β n ^ (2 * k))
      ((-1 : ℝ) ^ (k + 1) * ((2 : ℝ) ^ (2 * k) - 1) * (bernoulli (2 * k) : ℝ) * β ^ (2 * k)
        / ((2 * k).factorial : ℝ)) := by
  have h2k : 2 * k ≠ 0 := by omega
  have h1k : 1 ≤ 2 * k := by omega
  have hz : (1 : ℝ) / ((0 : ℕ) : ℝ) ^ (2 * k) = 0 := by
    rw [Nat.cast_zero, zero_pow h2k, div_zero]
  -- even zeta values in terms of Bernoulli numbers
  have h0 := hasSum_succ_of_zero (hasSum_zeta_nat hk) hz
  simp only [Nat.cast_add, Nat.cast_one] at h0
  have h1 := hasSum_even_power hβ (even_two_mul k) h0
  have h2 : (2 : ℝ) ^ (2 * k) = 2 ^ (2 * k - 1) * 2 := by
    rw [← pow_succ, Nat.sub_add_cancel h1k]
  have h3 : (2 : ℝ) ^ (2 * k - 1) = 2 ^ (2 * k) / 2 := by linarith
  have hp : π ≠ 0 := pi_ne_zero
  have hf : (((2 * k).factorial : ℕ) : ℝ) ≠ 0 := by
    exact_mod_cast Nat.factorial_ne_zero (2 * k)
  convert h1 using 1
  rw [div_pow, h3]
  field_simp
```

The statement carries no 1/β prefactor. `bernoulli (2 * k)` is a rational number read as a real one, and since the index is even the choice of sign for B_1 plays no part. `hasSum_zeta_nat` supplies the zeta series, `hz` and the shift lemma remove its zeroth term, and `h1` is the general even-power formula. `h2` and `h3` express 2^(2k−1) as 2^(2k)/2; because 2k − 1 is a subtraction of natural numbers, this needs 1 ≤ 2k, which is `h1k`. `convert h1 using 1` leaves only the equality of the two values, closed by `field_simp`. Substituting by hand, B_2 = 1/6 returns β²/4, and B_4 = −1/30 gives β⁴/48. The hypothesis `k ≠ 0` is needed: at k = 0 every term equals 1 and the series has no sum. Odd powers are not treated.

Q: My Green's functions are complex and are expanded in 1/(iω_n), not 1/ω_n. The sign matters.

A: Since (iω_n)² = −ω_n², for any complex c

c/(iω_n)² = −c · 1/ω_n²,

Σ_{n∈ℤ} c/(iω_n)² = −c β²/4.

```lean
/-- The second-order tail term `c/(iω_n)²` summed over all integers gives `-c β²/4`. -/
theorem hasSum_second_order_tail {β : ℝ} (hβ : 0 < β) (c : ℂ) :
    HasSum (fun n : ℤ => c / (Complex.I * (fermiFreq β n : ℂ)) ^ 2)
      (-(c * (β : ℂ) ^ 2 / 4)) := by
  have h1 : HasSum (fun n : ℤ => ((1 / fermiFreq β n ^ 2 : ℝ) : ℂ)) ((β ^ 2 / 4 : ℝ) : ℂ) := by
    simpa only [Complex.ofRealCLM_apply] using Complex.ofRealCLM.hasSum (hasSum_inv_sq hβ)
  -- (iω)² = -ω²
  have e1 : (fun n : ℤ => c / (Complex.I * (fermiFreq β n : ℂ)) ^ 2)
      = fun n : ℤ => -c * ((1 / fermiFreq β n ^ 2 : ℝ) : ℂ) := by
    funext n
    rw [mul_pow, Complex.I_sq]
    push_cast
    ring1
  have e2 : -(c * (β : ℂ) ^ 2 / 4) = -c * ((β ^ 2 / 4 : ℝ) : ℂ) := by
    push_cast
    ring
  rw [e1, e2]
  exact h1.mul_left (-c)
```

`h1` moves the real series into ℂ. The embedding of the reals in the complex numbers is linear and continuous, under the name `Complex.ofRealCLM`, and such a map sends a series with sum β²/4 to a series with the embedded sum. `e1` is the first equation, with `Complex.I_sq` providing i² = −1, and `h1.mul_left (-c)` multiplies the series by −c. The coefficient c is allowed to be complex, although a diagonal moment of a spectral function is real.

Q: And the subtraction itself?

A: Write G(n) = [G(n) − c/(iω_n)²] + c/(iω_n)². If the bracket sums to S, then G sums to S − cβ²/4, and

(1/β) Σ_n G(n) = S/β − cβ/4.

```lean
/-- Tail subtraction: if `G(n) - c/(iω_n)²` sums to `S` over the integers, then `G` is
summable and `(1/β) ∑ G(n) = (1/β) S - c β/4`. -/
theorem tail_subtraction {β : ℝ} (hβ : 0 < β) (G : ℤ → ℂ) (c S : ℂ)
    (hS : HasSum (fun n : ℤ => G n - c / (Complex.I * (fermiFreq β n : ℂ)) ^ 2) S) :
    Summable G ∧ 1 / (β : ℂ) * ∑' n : ℤ, G n = 1 / (β : ℂ) * S - c * β / 4 := by
  -- add the analytically summed tail back
  have h : HasSum G (S + -(c * (β : ℂ) ^ 2 / 4)) := by
    have h1 := hS.add (hasSum_second_order_tail hβ c)
    simpa only [sub_add_cancel] using h1
  refine ⟨h.summable, ?_⟩
  have hb : (β : ℂ) ≠ 0 := by exact_mod_cast hβ.ne'
  rw [h.tsum_eq]
  field_simp
  all_goals ring

end

end MatsubaraTailSum
```

Here `G : ℤ → ℂ` is an arbitrary complex sequence, read as the summand at iω_n, and `hS` states that the subtracted sequence has the sum `S` over all integers. The conclusion is that `G` is summable and obeys the formula. `hS.add` adds the two series term by term, `sub_add_cancel` reduces each term to G(n), and the rest is division by β.

Q: This is where my doubt lies. In Lehmann form a diagonal fermionic Green's function is

G(iω) = Σ_j w_j / (iω − ε_j) = c₁/(iω) + c₂/(iω)² + …,

with weights w_j ≥ 0, excitation energies ε_j measured from the chemical potential, c₁ = Σ_j w_j = 1 for a normalised orbital, and c₂ = Σ_j w_j ε_j. The leading term is 1/(iω), and the theorem never mentions it.

A: The doubt is justified, and it marks the limit of the theorem. For a function with c₁ ≠ 0 the terms have magnitude near |c₁|/|ω_n|, the sum of their absolute values diverges like the harmonic series, and `hS` fails for every c and S. The sequence 1/(iω_n) itself shows that `hS` cannot be dropped, since it is not summable. The theorem applies once the first-order term is gone: to G(iω_n) − c₁/(iω_n) with c = c₂, or to a product of two Green's functions. The first-order term has no counterpart in these theorems. It is not absolutely summable, so its value depends on a prescription: symmetric cutoffs cancel it in pairs and give zero, while the factor e^(iω_n 0⁺) appropriate to an occupation number makes it contribute c₁/2. The Lehmann form and the identification of c with the moment c₂ are not part of the theorems either.

A single level at energy ε gives a check on the sign and the factor, by a standard formula that the file does not establish:

(1/β) Σ_n [1/(iω_n − ε) − 1/(iω_n)] = f(ε) − 1/2 = −(1/2) tanh(βε/2),

with f the Fermi function. The summand is ε/(iω_n)² to first order in ε, and the right side is −βε/4 to that order, which is −cβ/4 at c = ε.

Q: Nothing in `tail_subtraction` says that c is the right coefficient. Does it then say anything about faster convergence?

A: It does not. The identity holds for any c for which `hS` holds, a poor choice included, in which case S changes to compensate. A good choice makes the bracket decay faster than 1/ω_n², and that is the reason for subtracting, but the rate of decay and the error of a truncated S are left to the user. `S` is the complete sum over ℤ, and its existence is assumed, not derived from any property of a Green's function. The theorem fixes the correction: whatever c was subtracted, −cβ/4 must be added to S/β. It is stated for scalar sequences, so a matrix Green's function in an orbital basis is covered only by applying it to one entry at a time, and bosonic frequencies, with their zero mode, are not covered.

```lean
#print axioms MatsubaraTailSum.fermi_tail_sum
#print axioms MatsubaraTailSum.hasSum_inv_pow_bernoulli
#print axioms MatsubaraTailSum.tail_subtraction
```

```
'MatsubaraTailSum.fermi_tail_sum' depends on axioms: [propext, Classical.choice, Quot.sound]
'MatsubaraTailSum.hasSum_inv_pow_bernoulli' depends on axioms: [propext, Classical.choice, Quot.sound]
'MatsubaraTailSum.tail_subtraction' depends on axioms: [propext, Classical.choice, Quot.sound]
```
